# Bloch phases that maximise the circular moment of a Wannier density on a ring

How sharply can the Wannier function of a single band on a periodic chain be localised by choosing the phases of its Bloch vectors? On a ring of $N$ cells the position $x$ is defined only modulo $N$, so a measure of localisation has to be chosen, and here it is the modulus of the circular moment
$$M=\sum_x e^{2\pi i x/N}\,\|w(x)\|^2 .$$
For a density of total weight 1, $|M|$ is at most 1, and it equals 1 exactly when all the weight sits in one cell. This criterion differs from the quadratic spread that is often minimised for Wannier functions. The largest value of $|M|$ turns out to be the mean modulus of the overlaps between neighbouring Bloch vectors.

The cell index $x$ and the momentum index $k$ both run over `ZMod N`, the integers modulo $N$, with $N\ge 1$. The vectors $u_k$ lie in any complex inner-product space `E`; for $n$ orbitals per cell this is $\mathbb C^n$.

```lean
import Mathlib

open ComplexConjugate

namespace OptimalRingLocalisation

noncomputable section

variable {N : ℕ} [NeZero N] {E : Type*} [NormedAddCommGroup E] [InnerProductSpace ℂ E]
```

## Wannier function, moment and overlaps

Write $e(j)=\exp(2\pi i j/N)$. The code evaluates it at the representative of $j$ between $0$ and $N-1$, which is harmless because $e$ has period $N$.

```lean
/-- The phase factor `exp(2πi j/N)` on a ring of `N` sites. -/
def planeWave (j : ZMod N) : ℂ := Complex.exp (2 * Real.pi * Complex.I * (j.val : ℂ) / N)
```

The Wannier function of the home cell is $w(x)=\frac1N\sum_k e(kx)\,u_k$, whose value at $x$ is the vector of orbital amplitudes in that cell.

```lean
/-- The Wannier function `w(x) = (1/N) ∑ₖ exp(2πi kx/N) uₖ` of a family of Bloch vectors. -/
def wannier (u : ZMod N → E) (x : ZMod N) : E :=
  (1 / (N : ℂ)) • ∑ k, planeWave (k * x) • u k
```

A normalised eigenvector of a non-degenerate level is fixed only up to a phase, so $u_k$ may be replaced by $c_ku_k$ with $|c_k|=1$. The definition allows any complex $c_k$; the theorems add the condition $|c_k|=1$ where they need it.

```lean
/-- The change of gauge `uₖ ↦ cₖ uₖ`. -/
def gauge (c : ZMod N → ℂ) (u : ZMod N → E) (k : ZMod N) : E := c k • u k
```

The moment $M$ is defined for any vector-valued function on the ring.

```lean
/-- The circular first moment `∑ₓ exp(2πi x/N) ‖w(x)‖²` of the density on the ring. -/
def ringMoment (w : ZMod N → E) : ℂ := ∑ x, planeWave x * (‖w x‖ : ℂ) ^ 2
```

Lean's inner product is conjugate-linear in its first argument. The link is $L_k=\langle u_{k+1},u_k\rangle$, the complex conjugate of the more common $\langle u_k,u_{k+1}\rangle$.

```lean
/-- The overlap `⟨uₖ₊₁, uₖ⟩` of neighbouring Bloch vectors. -/
def link (u : ZMod N → E) (k : ZMod N) : ℂ := inner ℂ (u (k + 1)) (u k)
```

The mean overlap is $m=\frac1N\sum_k|\langle u_k,u_{k+1}\rangle|$.

```lean
/-- The mean modulus `(1/N) ∑ₖ |⟨uₖ, uₖ₊₁⟩|` of the neighbour overlaps. -/
def meanOverlap (u : ZMod N → E) : ℝ := (1 / (N : ℝ)) * ∑ k, ‖inner ℂ (u k) (u (k + 1))‖
```

The $u_k$ need not be normalised. The total weight is $\sum_x\|w(x)\|^2=\frac1N\sum_k\|u_k\|^2$, which equals 1 for unit vectors; otherwise, if it is nonzero, both $M$ and $m$ are to be divided by it.

Nothing in the hypotheses makes the $u_k$ eigenvectors of a Hamiltonian. Applying the result to a material means identifying them with the Bloch vectors of one isolated band, with every orbital in a cell assigned the same position $x$.

## The moment as a mean of links

The function $e$ is the standard additive character of `ZMod N`, so $e(a+b)=e(a)e(b)$ and $\overline{e(a)}=e(-a)$.

```lean
lemma planeWave_eq (j : ZMod N) : planeWave j = ZMod.stdAddChar j := by
  have h := ZMod.stdAddChar_coe (N := N) (j.val : ℤ)
  simp only [Int.cast_natCast, ZMod.natCast_zmod_val] at h
  exact h.symm
```

Summing a character over the ring gives $\sum_x e(xb)=N$ for $b=0$ and $0$ otherwise.

```lean
/-- Plane waves on the ring are orthogonal: `∑ₓ exp(2πi xb/N)` is `N` for `b = 0` and
vanishes otherwise. -/
theorem sum_planeWave (b : ZMod N) :
    ∑ x : ZMod N, planeWave (x * b) = if b = 0 then (N : ℂ) else 0 := by
  simp only [planeWave_eq]
  rw [AddChar.sum_mulShift b (ZMod.isPrimitive_stdAddChar N)]
  split_ifs <;> simp [ZMod.card]
```

Expanding the density in pairs of Bloch vectors gives
$$e(x)\|w(x)\|^2=\frac1{N^2}\sum_{l,k}e\big(x(1-k+l)\big)\langle u_k,u_l\rangle .$$
The sum over $x$ leaves only $k=l+1$, with a factor $N$. Hence
$$M=\frac1N\sum_l\langle u_{l+1},u_l\rangle=\frac1N\sum_k L_k .$$
In the proof, `hx` is the expansion and `hl` is the selection of neighbours.

```lean
/-- The circular moment of the Wannier density is the mean of the neighbour overlaps. -/
theorem ringMoment_wannier (u : ZMod N → E) :
    ringMoment (wannier u) = (1 / (N : ℂ)) * ∑ k, link u k := by
  have hN : (N : ℂ) ≠ 0 := Nat.cast_ne_zero.2 (NeZero.ne N)
  -- expand the density into pairs of Bloch vectors
  have hx : ∀ x : ZMod N, planeWave x * (‖wannier u x‖ : ℂ) ^ 2 = (1 / (N : ℂ)) ^ 2 *
      ∑ l, ∑ k, planeWave (x * (1 - k + l)) * inner ℂ (u k) (u l) := by
    intro x
    have hn : (‖wannier u x‖ : ℂ) ^ 2 = inner ℂ (wannier u x) (wannier u x) :=
      (inner_self_eq_norm_sq_to_K (𝕜 := ℂ) (wannier u x)).symm
    rw [hn, wannier, inner_smul_left, inner_smul_right, inner_sum]
    simp only [sum_inner, inner_smul_left, inner_smul_right, map_div₀, map_one, map_natCast,
      Finset.mul_sum]
    refine Finset.sum_congr rfl fun l _ => Finset.sum_congr rfl fun k _ => ?_
    have hp : planeWave (x * (1 - k + l)) =
        planeWave x * conj (planeWave (k * x)) * planeWave (l * x) := by
      simp only [planeWave_eq]
      rw [← AddChar.map_neg_eq_conj, ← AddChar.map_add_eq_mul, ← AddChar.map_add_eq_mul]
      congr 1
      ring
    rw [hp]
    ring
  -- the sum over sites keeps only neighbouring momenta
  have hl : ∀ l : ZMod N, ∑ x : ZMod N, ∑ k, planeWave (x * (1 - k + l)) *
      inner ℂ (u k) (u l) = N * link u l := by
    intro l
    rw [Finset.sum_comm]
    simp only [← Finset.sum_mul, sum_planeWave]
    rw [Finset.sum_eq_single (l + 1)]
    · rw [if_pos (by ring), link]
    · intro k _ hk
      rw [if_neg (fun h => hk (by linear_combination -h)), zero_mul]
    · intro h
      exact absurd (Finset.mem_univ _) h
  rw [ringMoment, Finset.sum_congr rfl (fun x _ => hx x), ← Finset.mul_sum, Finset.sum_comm,
    Finset.sum_congr rfl (fun l _ => hl l), ← Finset.mul_sum]
  field_simp
```

## What a change of phases does

Since $|\langle u_k,u_{k+1}\rangle|=|L_k|$, the mean overlap is also $m=\frac1N\sum_k|L_k|$.

```lean
lemma meanOverlap_eq (u : ZMod N → E) : meanOverlap u = (1 / (N : ℝ)) * ∑ k, ‖link u k‖ := by
  unfold meanOverlap link
  congr 1
  exact Finset.sum_congr rfl fun k _ => norm_inner_symm _ _
```

Under $u_k\mapsto c_ku_k$ the link becomes $\overline{c_{k+1}}\,c_k\,L_k$.

```lean
omit [NeZero N] in
lemma link_gauge (c : ZMod N → ℂ) (u : ZMod N → E) (k : ZMod N) :
    link (gauge c u) k = conj (c (k + 1)) * c k * link u k := by
  simp only [link, gauge, inner_smul_left, inner_smul_right]
  ring
```

For unit phases its modulus is therefore unchanged.

```lean
omit [NeZero N] in
lemma norm_link_gauge {c : ZMod N → ℂ} (hc : ∀ k, ‖c k‖ = 1) (u : ZMod N → E) (k : ZMod N) :
    ‖link (gauge c u) k‖ = ‖link u k‖ := by
  rw [link_gauge, norm_mul, norm_mul, RCLike.norm_conj, hc, hc, one_mul, one_mul]
```

Averaging over $k$ shows that $m$ is unchanged as well.

```lean
lemma meanOverlap_gauge {c : ZMod N → ℂ} (hc : ∀ k, ‖c k‖ = 1) (u : ZMod N → E) :
    meanOverlap (gauge c u) = meanOverlap u := by
  simp only [meanOverlap_eq, norm_link_gauge hc]
```

Later steps use $\bar g g=1$ for $|g|=1$.

```lean
lemma conj_mul_unit {g : ℂ} (hg : ‖g‖ = 1) : conj g * g = 1 := by
  rw [mul_comm, Complex.mul_conj, Complex.normSq_eq_norm_sq, hg]
  norm_num
```

If all links share one phase, $L_k=g|L_k|$, then $M=\frac1N\sum_k g|L_k|=g\,m$.

```lean
lemma ringMoment_of_aligned {u : ZMod N → E} {g : ℂ}
    (h : ∀ k, link u k = g * (‖link u k‖ : ℂ)) :
    ringMoment (wannier u) = g * (meanOverlap u : ℂ) := by
  rw [ringMoment_wannier, Finset.sum_congr rfl (fun k _ => h k), ← Finset.mul_sum,
    meanOverlap_eq]
  push_cast
  ring
```

## The bound and the phases that reach it

The triangle inequality gives $|M|=\frac1N\big|\sum_kL_k\big|\le\frac1N\sum_k|L_k|=m$.

```lean
/-- The modulus of the circular moment of the Wannier density never exceeds the mean modulus of the
neighbour overlaps. -/
theorem norm_ringMoment_le (u : ZMod N → E) : ‖ringMoment (wannier u)‖ ≤ meanOverlap u := by
  rw [ringMoment_wannier, meanOverlap_eq, norm_mul, norm_div, norm_one, Complex.norm_natCast]
  gcongr
  exact norm_sum_le _ _
```

To reach the bound, the phases of the links must be evened out around the ring. This calls for a solution of $a_{k+1}=a_k+f_k$ for a real $f$ with $\sum_kf_k=0$. Take $a_k=\sum_{j=0}^{k-1}f_j$ for $k=0,\dots,N-1$. The recursion is immediate except at the closing step from $N-1$ to $0$, where it requires $0=\sum_{j=0}^{N-1}f_j$, which is the assumption. The final case split in the proof separates these two situations.

```lean
/-- A real function on the ring whose sum vanishes is the discrete gradient of a potential. -/
theorem exists_potential (f : ZMod N → ℝ) (hf : ∑ k, f k = 0) :
    ∃ a : ZMod N → ℝ, ∀ k, a (k + 1) = a k + f k := by
  have hsum : ∑ j ∈ Finset.range N, f (j : ZMod N) = 0 := by
    rw [← hf]
    refine Finset.sum_nbij' (fun j : ℕ => (j : ZMod N)) (fun k => k.val)
      (fun _ _ => Finset.mem_univ _) (fun k _ => Finset.mem_range.2 (ZMod.val_lt k))
      (fun j hj => ?_) (fun k _ => ZMod.natCast_zmod_val k) (fun _ _ => rfl)
    rw [ZMod.val_natCast, Nat.mod_eq_of_lt (Finset.mem_range.1 hj)]
  refine ⟨fun k => ∑ j ∈ Finset.range k.val, f (j : ZMod N), fun k => ?_⟩
  have hv : (k + 1).val = (k.val + 1) % N := by
    rw [← ZMod.val_natCast, Nat.cast_add, ZMod.natCast_zmod_val, Nat.cast_one]
  have hs := Finset.sum_range_succ (fun j : ℕ => f (j : ZMod N)) k.val
  rw [ZMod.natCast_zmod_val] at hs
  change ∑ j ∈ Finset.range (k + 1).val, f (j : ZMod N) = _
  rw [hv, ← hs]
  rcases Nat.lt_or_ge (k.val + 1) N with h | h
  · rw [Nat.mod_eq_of_lt h]
  · -- closing the ring costs nothing because the total sum vanishes
    have he : k.val + 1 = N := le_antisymm (ZMod.val_lt k) h
    rw [he, Nat.mod_self, hsum, Finset.sum_range_zero]
```

Let $\theta_k=\arg L_k$ and $\varphi=\frac1N\sum_k\theta_k$. Then $f_k=\theta_k-\varphi$ has zero sum, and its potential $a_k$ supplies the phases $c_k=e^{ia_k}$. The new links are
$$\overline{c_{k+1}}\,c_k\,L_k=e^{-i(\theta_k-\varphi)}\,|L_k|\,e^{i\theta_k}=e^{i\varphi}|L_k| ,$$
so $g=e^{i\varphi}$ is common to all of them. The identity between the exponentials is `he`. A vanishing link satisfies the equation whatever angle it is given.

```lean
/-- Unit phases can be chosen so that all neighbour overlaps share one common phase `g`. -/
theorem exists_aligned_gauge (u : ZMod N → E) :
    ∃ (c : ZMod N → ℂ) (g : ℂ), (∀ k, ‖c k‖ = 1) ∧ ‖g‖ = 1 ∧
      ∀ k, link (gauge c u) k = g * (‖link (gauge c u) k‖ : ℂ) := by
  have hN : (N : ℝ) ≠ 0 := Nat.cast_ne_zero.2 (NeZero.ne N)
  -- spread the total phase evenly over the links
  obtain ⟨φ, hφ⟩ : ∃ φ : ℝ, N * φ = ∑ k, (link u k).arg :=
    ⟨(∑ k, (link u k).arg) / N, mul_div_cancel₀ _ hN⟩
  obtain ⟨a, ha⟩ := exists_potential (fun k => (link u k).arg - φ) (by
    simp only [Finset.sum_sub_distrib, Finset.sum_const, Finset.card_univ, ZMod.card,
      nsmul_eq_mul]
    linarith)
  obtain ⟨c, hc⟩ : ∃ c : ZMod N → ℂ, ∀ k, c k = Complex.exp (a k * Complex.I) :=
    ⟨_, fun _ => rfl⟩
  have hc1 : ∀ k, ‖c k‖ = 1 := fun k => by rw [hc, Complex.norm_exp_ofReal_mul_I]
  refine ⟨c, Complex.exp (φ * Complex.I), hc1, Complex.norm_exp_ofReal_mul_I φ, fun k => ?_⟩
  have hz := Complex.norm_mul_exp_arg_mul_I (link u k)
  have he : conj (c (k + 1)) * c k * Complex.exp ((link u k).arg * Complex.I) =
      Complex.exp (φ * Complex.I) := by
    rw [hc (k + 1), hc k, ← Complex.exp_conj, ← Complex.exp_add, ← Complex.exp_add, ha k]
    congr 1
    simp only [map_mul, Complex.conj_ofReal, Complex.conj_I]
    push_cast
    ring
  rw [norm_link_gauge hc1, link_gauge]
  linear_combination (‖link u k‖ : ℂ) * he - conj (c (k + 1)) * c k * hz
```

The main theorem combines the two halves. `IsGreatest` says that the stated number belongs to the set of values of $|M|$ obtained with unit phases, and that no member of the set exceeds it. Membership follows from the aligned phases, for which $|M|=|g|\,m=m$; the upper bound is the triangle inequality together with the invariance of $m$.

```lean
/-- **Optimal ring localisation.** Over all unit phases `cₖ`, the greatest modulus of the
circular moment of the Wannier density is `(1/N) ∑ₖ |⟨uₖ, uₖ₊₁⟩|`, and it is attained. -/
theorem isGreatest_ringMoment (u : ZMod N → E) :
    IsGreatest {r : ℝ | ∃ c : ZMod N → ℂ, (∀ k, ‖c k‖ = 1) ∧
        r = ‖ringMoment (wannier (gauge c u))‖}
      ((1 / (N : ℝ)) * ∑ k, ‖inner ℂ (u k) (u (k + 1))‖) := by
  change IsGreatest _ (meanOverlap u)
  constructor
  · obtain ⟨c, g, hc, hg, h⟩ := exists_aligned_gauge u
    refine ⟨c, hc, ?_⟩
    have h0 : 0 ≤ meanOverlap u := (norm_nonneg _).trans (norm_ringMoment_le u)
    rw [ringMoment_of_aligned h, meanOverlap_gauge hc, norm_mul, hg, one_mul,
      Complex.norm_real, Real.norm_of_nonneg h0]
  · rintro r ⟨c, hc, rfl⟩
    exact (norm_ringMoment_le _).trans_eq (meanOverlap_gauge hc u)
```

## When the bound is saturated

Given phases are optimal exactly when all links share a common phase. One direction is $M=g\,m$. For the other, let $S=\sum_kL_k$ and write $S=|S|g$ with $|g|=1$. If $|M|=m$, then
$$\sum_k\mathrm{Re}(\bar gL_k)=|S|=\sum_k|L_k| .$$
Each term on the left is at most the corresponding term on the right, so they agree term by term (`hk`). A complex number whose real part equals its modulus has no imaginary part, so $\bar gL_k=|L_k|$ and $L_k=g|L_k|$.

```lean
/-- The modulus of the circular moment of the Wannier density equals the mean modulus of the
neighbour overlaps exactly when all neighbour overlaps share a common phase `g`. -/
theorem norm_ringMoment_eq_iff (u : ZMod N → E) :
    ‖ringMoment (wannier u)‖ = meanOverlap u ↔
      ∃ g : ℂ, ‖g‖ = 1 ∧ ∀ k, link u k = g * (‖link u k‖ : ℂ) := by
  constructor
  · intro h
    have hN : (1 / (N : ℝ)) ≠ 0 := one_div_ne_zero (Nat.cast_ne_zero.2 (NeZero.ne N))
    rw [ringMoment_wannier, meanOverlap_eq, norm_mul, norm_div, norm_one,
      Complex.norm_natCast] at h
    have hS := mul_left_cancel₀ hN h
    have hz := Complex.norm_mul_exp_arg_mul_I (∑ k, link u k)
    have hg := Complex.norm_exp_ofReal_mul_I (∑ k, link u k).arg
    generalize Complex.exp ((∑ k, link u k).arg * Complex.I) = g at hz hg
    have gg := conj_mul_unit hg
    have hT : conj g * ∑ k, link u k = (‖∑ k, link u k‖ : ℂ) := by
      linear_combination (-(conj g)) * hz + (‖∑ k, link u k‖ : ℂ) * gg
    have hn : ∀ k, ‖conj g * link u k‖ = ‖link u k‖ := fun k => by
      rw [norm_mul, RCLike.norm_conj, hg, one_mul]
    -- equality of the sums forces equality of every term
    have hre : ∑ k, (conj g * link u k).re = ∑ k, ‖link u k‖ := by
      rw [← Complex.re_sum, ← Finset.mul_sum, hT, Complex.ofReal_re, hS]
    have hk := (Finset.sum_eq_sum_iff_of_le
      (fun k _ => (Complex.re_le_norm _).trans_eq (hn k))).1 hre
    refine ⟨g, hg, fun k => ?_⟩
    have h1 := hk k (Finset.mem_univ k)
    have h2 := Complex.sq_norm (conj g * link u k)
    rw [Complex.normSq_apply, hn k, h1] at h2
    have h3 : (conj g * link u k).im = 0 := mul_self_eq_zero.1 (by linarith)
    have h4 : conj g * link u k = (‖link u k‖ : ℂ) :=
      Complex.ext (by rw [h1, Complex.ofReal_re]) (by rw [h3, Complex.ofReal_im])
    linear_combination g * h4 - link u k * gg
  · rintro ⟨g, hg, h⟩
    have h0 : 0 ≤ meanOverlap u := (norm_nonneg _).trans (norm_ringMoment_le u)
    rw [ringMoment_of_aligned h, norm_mul, hg, one_mul, Complex.norm_real,
      Real.norm_of_nonneg h0]
```

## The Wilson loop in the optimal moment

The product $W=\prod_kL_k$ is unchanged by unit phases, because each $c_k$ meets its own conjugate once around the ring: $\prod_k\overline{c_{k+1}}\,c_k=\prod_k\overline{c_k}\,c_k=1$.

```lean
/-- The Wilson loop, the product of all neighbour overlaps around the ring, is unchanged by
unit phases. -/
theorem wilsonLoop_gauge {c : ZMod N → ℂ} (hc : ∀ k, ‖c k‖ = 1) (u : ZMod N → E) :
    ∏ k, link (gauge c u) k = ∏ k, link u k := by
  have hs : ∏ k, conj (c (k + 1)) = ∏ k, conj (c k) :=
    Equiv.prod_comp (Equiv.addRight (1 : ZMod N)) (fun k => conj (c k))
  simp only [link_gauge, Finset.prod_mul_distrib]
  rw [hs, ← Finset.prod_mul_distrib, Finset.prod_congr rfl (fun k _ => conj_mul_unit (hc k)),
    Finset.prod_const_one, one_mul]
```

For optimal phases the transformed links are $g|L_k|$, so $W=g^N\prod_k|L_k|$, while $M=g\,m$. Eliminating $g$ gives
$$M^N\prod_k|L_k|=m^N\,W .$$
This form avoids division. If one link vanishes, both sides are zero and the equation says nothing about the phase of $M$. If none does, $(M/m)^N=W/|W|$, and the circular centre $\frac{N}{2\pi}\arg M$ equals $\frac{1}{2\pi}\arg W$ up to a whole number of cells.

For a single filled, isolated band of non-interacting electrons in one dimension, with all orbitals of a cell placed at the same position, this connects the centre of the Wannier function that maximises $|M|$ with the discrete Berry phase used to compute electronic polarisation on a finite $k$ mesh.

```lean
/-- For unit phases that attain the maximum, the `N`-th power of the moment times the product of the
overlap moduli equals the `N`-th power of their mean times the Wilson loop. -/
theorem optimal_moment_pow {c : ZMod N → ℂ} (hc : ∀ k, ‖c k‖ = 1) (u : ZMod N → E)
    (hopt : ‖ringMoment (wannier (gauge c u))‖ = meanOverlap u) :
    ringMoment (wannier (gauge c u)) ^ N * ∏ k, (‖link u k‖ : ℂ) =
      (meanOverlap u : ℂ) ^ N * ∏ k, link u k := by
  obtain ⟨g, -, h⟩ :=
    (norm_ringMoment_eq_iff _).1 (hopt.trans (meanOverlap_gauge hc u).symm)
  -- each of the `N` links contributes one factor of the common phase
  have hW : ∏ k, link u k = g ^ N * ∏ k, (‖link u k‖ : ℂ) := by
    rw [← wilsonLoop_gauge hc u, Finset.prod_congr rfl (fun k _ => h k),
      Finset.prod_mul_distrib, Finset.prod_const, Finset.card_univ, ZMod.card]
    simp only [norm_link_gauge hc]
  rw [ringMoment_of_aligned h, meanOverlap_gauge hc, hW, mul_pow]
  ring

end

end OptimalRingLocalisation
```

```lean
#print axioms OptimalRingLocalisation.isGreatest_ringMoment
#print axioms OptimalRingLocalisation.optimal_moment_pow
```

```
'OptimalRingLocalisation.isGreatest_ringMoment' depends on axioms: [propext, Classical.choice, Quot.sound]
'OptimalRingLocalisation.optimal_moment_pow' depends on axioms: [propext, Classical.choice, Quot.sound]
```
